# In the pure spin-orbit limit, two J = 3/2 levels of p³ have ²P as their leading term

Q: Your Hamiltonian contains only spin-orbit coupling. Where is the electrostatic splitting of ⁴S, ²P and ²D?

A: It is left out: the three terms are taken as degenerate, with their common energy as the zero. The spin-orbit coupling of a half-filled p shell has no diagonal elements in this basis, so the whole diagonal is zero and one parameter sets the scale: the factor $z$ in the spin-orbit operator $z\sum_i\mathbf l_i\cdot\mathbf s_i$, with $\hbar=1$. In the basis ⁴S, ²P, ²D, numbered 0, 1, 2 as in the code, and with suitable phases,

$$H = z\begin{pmatrix}0&1&0\\1&0&\sqrt5/2\\0&\sqrt5/2&0\end{pmatrix}.$$

The matrix elements are entered as given, not derived from the spin-orbit operator. The file first defines a general chain with couplings $a$ and $b$, then sets $a=1$, $b=\sqrt5/2$.

In Lean 4 with Mathlib:

```lean
import Mathlib

open Matrix

namespace PCubedLeadingTerms

noncomputable section

/-- Coupling matrix of three terms in a chain: the first and second are coupled by `a`,
the second and third by `b`. -/
def chain (a b : ℝ) : Matrix (Fin 3) (Fin 3) ℝ :=
  !![0, a, 0; a, 0, b; 0, b, 0]

/-- The spin-orbit matrix of p³, J = 3/2 in the basis ⁴S, ²P, ²D (indices 0, 1, 2),
with spin-orbit parameter `z`. -/
def spinOrbit (z : ℝ) : Matrix (Fin 3) (Fin 3) ℝ :=
  z • chain 1 (√5 / 2)
```

Q: And what counts as a level, or as a leading term?

A: A level is an energy $E$ with a real vector $v$ satisfying $Hv=Ev$ and $\sum_i v_i^2=1$. The weight of term $i$ is $v_i^2$, and a term leads if its weight strictly exceeds both others, so a tie has no leader.

```lean
/-- The vector `v` is a normalised eigenvector of `H` with energy `E`. -/
def IsLevel (H : Matrix (Fin 3) (Fin 3) ℝ) (E : ℝ) (v : Fin 3 → ℝ) : Prop :=
  H *ᵥ v = E • v ∧ v ⬝ᵥ v = 1

/-- Term `i` is the leading term of `v`: its weight exceeds that of every other term. -/
def Leads (i : Fin 3) (v : Fin 3 → ℝ) : Prop :=
  ∀ j, j ≠ i → v j ^ 2 < v i ^ 2
```

Q: Show me the equations you actually solve.

A: For the general chain they are

$$z a v_1=Ev_0,\quad z(a v_0+b v_2)=Ev_1,\quad z b v_1=Ev_2,$$

together with normalisation. `level_iff` proves that these are equivalent to `IsLevel`, by expanding the matrix product row by row.

```lean
/-- The eigenvalue equation and normalisation for a chain of three terms, in components. -/
theorem level_iff (z a b E : ℝ) (v : Fin 3 → ℝ) :
    IsLevel (z • chain a b) E v ↔
      z * (a * v 1) = E * v 0 ∧ z * (a * v 0 + b * v 2) = E * v 1 ∧
      z * (b * v 1) = E * v 2 ∧ v 0 ^ 2 + v 1 ^ 2 + v 2 ^ 2 = 1 := by
  have e0 : ((z • chain a b) *ᵥ v) 0 = z * (a * v 1) := by
    simp [chain, Matrix.mulVec, dotProduct, Fin.sum_univ_three]
    ring
  have e1 : ((z • chain a b) *ᵥ v) 1 = z * (a * v 0 + b * v 2) := by
    simp [chain, Matrix.mulVec, dotProduct, Fin.sum_univ_three]
    ring
  have e2 : ((z • chain a b) *ᵥ v) 2 = z * (b * v 1) := by
    simp [chain, Matrix.mulVec, dotProduct, Fin.sum_univ_three]
    ring
  have en : v ⬝ᵥ v = v 0 ^ 2 + v 1 ^ 2 + v 2 ^ 2 := by
    simp only [dotProduct, Fin.sum_univ_three]
    ring
  constructor
  · rintro ⟨h, hn⟩
    exact ⟨e0.symm.trans (congrFun h 0), e1.symm.trans (congrFun h 1),
      e2.symm.trans (congrFun h 2), en.symm.trans hn⟩
  · rintro ⟨h0, h1, h2, hn⟩
    refine ⟨?_, en.trans hn⟩
    funext i
    fin_cases i
    · exact e0.trans h0
    · exact e1.trans h1
    · exact e2.trans h2
```

Q: How do the weights follow without choosing an eigenvector?

A: Write $E=zr$ with $r^2=a^2+b^2\neq0$. Cancelling $z\neq0$ in the outer equations gives $rv_0=av_1$ and $rv_2=bv_1$. Square and add:

$$r^2(v_0^2+v_2^2)=(a^2+b^2)v_1^2=r^2v_1^2.$$

So the end terms together weigh as much as the middle one, and normalisation gives $v_1^2=1/2$. Then $v_0^2=a^2/(2r^2)$ and $v_2^2=b^2/(2r^2)$. In the proof, `h0` and `h2` are the two cancelled equations, and `linear_combination` does the squaring and adding.

```lean
/-- For `z ≠ 0`, in a chain of three degenerate terms with couplings `z a` and `z b`, a level of
energy `z r` with `r² = a² + b²` nonzero has weight one half on the middle term, and `a²/(2r²)`,
`b²/(2r²)` on the end terms. -/
theorem chain_weights {z a b r : ℝ} {v : Fin 3 → ℝ} (hz : z ≠ 0) (hr0 : r ≠ 0)
    (hr : r ^ 2 = a ^ 2 + b ^ 2) (h : IsLevel (z • chain a b) (z * r) v) :
    v 0 ^ 2 = a ^ 2 / (2 * r ^ 2) ∧ v 1 ^ 2 = 1 / 2 ∧ v 2 ^ 2 = b ^ 2 / (2 * r ^ 2) := by
  obtain ⟨k0, -, k2, hn⟩ := (level_iff z a b (z * r) v).1 h
  have h0 : a * v 1 = r * v 0 := mul_left_cancel₀ hz (by linear_combination k0)
  have h2 : b * v 1 = r * v 2 := mul_left_cancel₀ hz (by linear_combination k2)
  -- the end terms together weigh as much as the middle one
  have w1 : v 1 ^ 2 = 1 / 2 := by
    apply mul_left_cancel₀ (pow_ne_zero 2 hr0)
    linear_combination (1 / 2) * (v 1 ^ 2 * hr + (a * v 1 + r * v 0) * h0
      + (b * v 1 + r * v 2) * h2 + r ^ 2 * hn)
  have hd : 2 * r ^ 2 ≠ 0 := mul_ne_zero two_ne_zero (pow_ne_zero 2 hr0)
  refine ⟨?_, w1, ?_⟩
  · rw [eq_div_iff hd]
    linear_combination (-2) * (r * v 0 + a * v 1) * h0 + 2 * a ^ 2 * w1
  · rw [eq_div_iff hd]
    linear_combination (-2) * (r * v 2 + b * v 1) * h2 + 2 * b ^ 2 * w1
```

Q: And for p³?

A: Here $r^2=1+5/4=9/4$, so the weights are $1/(9/2)=2/9$, $1/2$ and $(5/4)/(9/2)=5/18$. Only $r^2$ enters, so $r=3/2$ and $r=-3/2$ give the same result. It holds for every unit eigenvector at either energy, and for any nonzero $z$, which includes $z>0$.

```lean
/-- For `z ≠ 0`, every normalised eigenvector of p³, J = 3/2 with energy `3z/2` or `-3z/2` has
weights 2/9, 1/2, 5/18 on ⁴S, ²P, ²D. -/
theorem outer_weights {z E : ℝ} {v : Fin 3 → ℝ} (hz : z ≠ 0)
    (hE : E = 3 * z / 2 ∨ E = -(3 * z / 2)) (h : IsLevel (spinOrbit z) E v) :
    v 0 ^ 2 = 2 / 9 ∧ v 1 ^ 2 = 1 / 2 ∧ v 2 ^ 2 = 5 / 18 := by
  have hs : (√5 : ℝ) ^ 2 = 5 := Real.sq_sqrt (by norm_num)
  obtain ⟨r, hr, hEr⟩ : ∃ r : ℝ, r ^ 2 = 9 / 4 ∧ E = z * r := by
    rcases hE with hE | hE
    · exact ⟨3 / 2, by norm_num, by rw [hE]; ring⟩
    · exact ⟨-(3 / 2), by norm_num, by rw [hE]; ring⟩
  rw [hEr] at h
  have hr0 : r ≠ 0 := by
    intro h0
    rw [h0] at hr
    norm_num at hr
  obtain ⟨w0, w1, w2⟩ := chain_weights (a := 1) (b := √5 / 2) hz hr0
    (by linear_combination hr - hs / 4) h
  rw [hr] at w0 w2
  exact ⟨by rw [w0]; norm_num, w1, by rw [w2]; linear_combination (1 / 18) * hs⟩
```

Q: What is left for the level at zero energy?

A: With $E=0$ the first equation gives $v_1=0$, and the second gives $v_0=-(\sqrt5/2)v_2$. Hence $v_0^2=\tfrac54v_2^2$, and normalisation yields weights $5/9$, $0$, $4/9$.

```lean
/-- For `z ≠ 0`, every normalised eigenvector of p³, J = 3/2 with zero spin-orbit energy has weights
5/9, 0, 4/9 on ⁴S, ²P, ²D. -/
theorem zero_weights {z : ℝ} {v : Fin 3 → ℝ} (hz : z ≠ 0)
    (h : IsLevel (spinOrbit z) 0 v) :
    v 0 ^ 2 = 5 / 9 ∧ v 1 ^ 2 = 0 ∧ v 2 ^ 2 = 4 / 9 := by
  have hs : (√5 : ℝ) ^ 2 = 5 := Real.sq_sqrt (by norm_num)
  obtain ⟨h0, h1, -, hn⟩ := (level_iff z 1 (√5 / 2) 0 v).1 h
  have hv : v 1 = 0 := mul_left_cancel₀ hz (by linear_combination h0)
  have k : v 0 = -(√5 / 2) * v 2 := mul_left_cancel₀ hz (by linear_combination h1)
  have w1 : v 1 ^ 2 = 0 := by rw [hv]; norm_num
  have w : v 0 ^ 2 = 5 / 4 * v 2 ^ 2 := by
    rw [k]
    linear_combination (v 2 ^ 2 / 4) * hs
  exact ⟨by linarith, w1, by linarith⟩
```

Q: Could there be other energies?

A: No. Multiply the middle equation by $E$ and substitute the outer two:

$$E^2v_1=z^2\left(1+\tfrac54\right)v_1=\tfrac94z^2v_1.$$

If $v_1\neq0$, then $E=\pm3z/2$. If $v_1=0$, then $Ev_0=Ev_2=0$; since $v_0$ and $v_2$ cannot both vanish, $E=0$. The proof splits into the same two cases. Conversely, the energies $\pm3z/2$ are attained by $(\sqrt2/3,\pm\sqrt2/2,\sqrt{10}/6)$, and zero by $(\sqrt5/3,0,-2/3)$.

```lean
/-- The spin-orbit energies of p³, J = 3/2 are exactly `3z/2`, `0` and `-3z/2`. -/
theorem spectrum_iff (z E : ℝ) :
    (∃ v, IsLevel (spinOrbit z) E v) ↔ E = 3 * z / 2 ∨ E = 0 ∨ E = -(3 * z / 2) := by
  have hs : (√5 : ℝ) ^ 2 = 5 := Real.sq_sqrt (by norm_num)
  have ht : (√2 : ℝ) ^ 2 = 2 := Real.sq_sqrt (by norm_num)
  constructor
  · rintro ⟨v, h⟩
    obtain ⟨h0, h1, h2, hn⟩ := (level_iff z 1 (√5 / 2) E v).1 h
    by_cases hv : v 1 = 0
    · right; left
      linear_combination (-E) * hn - v 0 * h0 - v 2 * h2
        + (z * v 0 + z * (√5 / 2) * v 2 + E * v 1) * hv
    · -- eliminating the end terms leaves a quadratic equation for the energy
      have hq : (E - 3 * z / 2) * (E + 3 * z / 2) * v 1 = 0 := by
        linear_combination (-E) * h1 - z * h0 - z * (√5 / 2) * h2 + z ^ 2 * v 1 / 4 * hs
      rcases mul_eq_zero.1 ((mul_eq_zero.1 hq).resolve_right hv) with h | h
      · left; linarith
      · right; right; linarith
  · -- explicit eigenvectors
    have mk : ∀ x y w : ℝ, z * (1 * y) = E * x → z * (1 * x + √5 / 2 * w) = E * y →
        z * (√5 / 2 * y) = E * w → x ^ 2 + y ^ 2 + w ^ 2 = 1 →
        ∃ v, IsLevel (spinOrbit z) E v := fun x y w h0 h1 h2 hn =>
      ⟨![x, y, w], (level_iff z 1 (√5 / 2) E ![x, y, w]).2 ⟨h0, h1, h2, hn⟩⟩
    rintro (hE | hE | hE)
    · apply mk (√2 / 3) (√2 / 2) (√2 * √5 / 6) <;> (try rw [hE])
      · ring
      · linear_combination (z * √2 / 12) * hs
      · ring
      · linear_combination (√2 ^ 2 / 36) * hs + (1 / 2) * ht
    · apply mk (√5 / 3) 0 (-(2 / 3)) <;> (try rw [hE])
      · ring
      · ring
      · ring
      · linear_combination (1 / 9) * hs
    · apply mk (√2 / 3) (-(√2 / 2)) (√2 * √5 / 6) <;> (try rw [hE])
      · ring
      · linear_combination (z * √2 / 12) * hs
      · ring
      · linear_combination (√2 ^ 2 / 36) * hs + (1 / 2) * ht
```

Q: Give me numbers.

A: Take $z=2$ and $E=3$, with $v\approx(0.471,0.707,0.527)$. The three rows of $Hv$ are

- $2(0.707)\approx1.414$,
- $2(0.471+1.118\times0.527)\approx2.121$,
- $2(1.118\times0.707)\approx1.581$,

which is $3v$ to rounding. The weights are about $0.222$, $0.500$ and $0.278$.

Q: So which term leads where?

A: Comparing weights, ²P leads both outer levels, ⁴S leads the zero level, and ²D leads none. `leading_term` obtains this by using the spectrum to decide which set of weights applies.

```lean
/-- For `z ≠ 0`, levels of nonzero spin-orbit energy are led by ²P, those of zero energy by ⁴S, and
no level is led by ²D. -/
theorem leading_term {z E : ℝ} {v : Fin 3 → ℝ} (hz : z ≠ 0)
    (h : IsLevel (spinOrbit z) E v) :
    (E ≠ 0 → Leads 1 v) ∧ (E = 0 → Leads 0 v) ∧ ¬ Leads 2 v := by
  by_cases hE : E = 0
  · rw [hE] at h
    obtain ⟨w0, w1, w2⟩ := zero_weights hz h
    refine ⟨fun h' => absurd hE h', fun _ j hj => ?_, fun hl => ?_⟩
    · fin_cases j
      · exact absurd rfl hj
      · change v 1 ^ 2 < v 0 ^ 2
        linarith
      · change v 2 ^ 2 < v 0 ^ 2
        linarith
    · have := hl 0 (by decide)
      linarith
  · have hE' : E = 3 * z / 2 ∨ E = -(3 * z / 2) := by
      rcases (spectrum_iff z E).1 ⟨v, h⟩ with h' | h' | h'
      · exact Or.inl h'
      · exact absurd h' hE
      · exact Or.inr h'
    obtain ⟨w0, w1, w2⟩ := outer_weights hz hE' h
    refine ⟨fun _ j hj => ?_, fun h' => absurd h' hE, fun hl => ?_⟩
    · fin_cases j
      · change v 0 ^ 2 < v 1 ^ 2
        linarith
      · exact absurd rfl hj
      · change v 2 ^ 2 < v 1 ^ 2
        linarith
    · have := hl 1 (by decide)
      linarith
```

Q: How does that become a statement about naming?

A: `label` is any function from energies to terms, and `hl` requires it to return the leading term of every level. Such a rule exists for $z\neq0$: ²P for nonzero energy, ⁴S for zero. The conclusion is that no such rule is injective on the set of energies. A leading term is unique, so `key` forces the name ²P on both $3z/2$ and $-3z/2$; injectivity would make these equal, and hence $z=0$.

```lean
/-- For `z ≠ 0`, any rule that names each p³, J = 3/2 spin-orbit level by its leading term gives two
different energies the same name. -/
theorem leading_label_not_injective {z : ℝ} (hz : z ≠ 0) (label : ℝ → Fin 3)
    (hl : ∀ E v, IsLevel (spinOrbit z) E v → Leads (label E) v) :
    ¬ Set.InjOn label {E | ∃ v, IsLevel (spinOrbit z) E v} := by
  intro hinj
  -- a leading term is unique, so both outer levels must be called ²P
  have key : ∀ E v, IsLevel (spinOrbit z) E v → E ≠ 0 → label E = 1 := by
    intro E v h hE
    by_contra hne
    exact lt_asymm (hl E v h 1 (Ne.symm hne)) ((leading_term hz h).1 hE _ hne)
  obtain ⟨v, hv⟩ := (spectrum_iff z (3 * z / 2)).2 (Or.inl rfl)
  obtain ⟨w, hw⟩ := (spectrum_iff z (-(3 * z / 2))).2 (Or.inr (Or.inr rfl))
  have e1 := key _ v hv (fun h => hz (by linarith))
  have e2 := key _ w hw (fun h => hz (by linarith))
  have heq : 3 * z / 2 = -(3 * z / 2) := hinj ⟨v, hv⟩ ⟨w, hw⟩ (e1.trans e2.symm)
  exact hz (by linarith)

end

end PCubedLeadingTerms
```

```lean
#print axioms PCubedLeadingTerms.leading_label_not_injective
```

```
'PCubedLeadingTerms.leading_label_not_injective' depends on axioms: [propext, Classical.choice, Quot.sound]
```

Q: Does this tell me anything about real atomic level lists?

A: It shows, in a one-parameter model with degenerate terms, that a leading-term name may fail to identify a level. Here two levels with the same J share the name ²P, and their energies tell them apart. With electrostatic splittings restored the weights change, and the comparison has to be made afresh.
